# With linearly independent projectors, a separable nonlocal equation for a trial function built from local solutions reduces to a finite linear system

In a complex inner product space, a linear operator `A`, defined on a subspace, satisfies A u₀ = 0 and A u_i = p_i for a finite, linearly independent family of projector functions p_i, which need not be normalised or orthogonal. The lemma `scattering_iff` says that the trial function ψ = u₀ + ∑ c_j u_j solves A ψ + ∑ p_i W_ij ⟨p_j, ψ⟩ = 0 exactly when (1 + W B) c = −W b, where B_ij = ⟨p_i, u_j⟩ and b_i = ⟨p_i, u₀⟩. The matrix W is an arbitrary complex matrix, and the lemma does not claim that a solution c exists or is unique. The attempt first writes the left side of the equation for ψ as a combination of the projectors, in the step `hres`, and then uses linear independence to make every coefficient vanish.

The failing Lean file:

```lean
import Mathlib

open Matrix

namespace ScatteringIff

noncomputable section

variable {ι E : Type*} [Fintype ι] [NormedAddCommGroup E] [InnerProductSpace ℂ E]
  {D : Submodule ℂ E}

/-- The overlaps `⟨p_i, v⟩` of a function `v` with the projectors. -/
def overlap (p : ι → E) (v : E) : ι → ℂ := fun i => inner ℂ (p i) v

/-- The matrix `B_ij = ⟨p_i, u_j⟩` of overlaps between projectors and the functions `u_j`. -/
def overlapMatrix (p : ι → E) (u : ι → D) : Matrix ι ι ℂ :=
  Matrix.of fun i j => inner ℂ (p i) (u j : E)

/-- The separable nonlocal term `∑ p_i W_ij ⟨p_j, v⟩` acting on `v`. -/
def separable (p : ι → E) (W : Matrix ι ι ℂ) (v : E) : E :=
  ∑ i, ∑ j, (W i j * inner ℂ (p j) v) • p i

/-- The trial function `u₀ + ∑ c_j u_j`. -/
def trial (u₀ : D) (u : ι → D) (c : ι → ℂ) : D := u₀ + ∑ j, c j • u j

/-- The separable term is a combination of projectors with coefficients `W ⟨p, v⟩`. -/
theorem separable_eq (p : ι → E) (W : Matrix ι ι ℂ) (v : E) :
    separable p W v = ∑ i, (W *ᵥ overlap p v) i • p i := by
  simp only [separable, Matrix.mulVec, dotProduct, overlap, Finset.sum_smul]

/-- The projector overlaps of the trial function are `b + B c`, where `b` holds the
overlaps of `u₀`. -/
theorem overlap_trial (p : ι → E) (u₀ : D) (u : ι → D) (c : ι → ℂ) :
    overlap p (trial u₀ u c : E) = overlap p (u₀ : E) + overlapMatrix p u *ᵥ c := by
  ext i
  simp [overlap, trial, overlapMatrix, Matrix.mulVec, dotProduct, mul_comm]

/-- If `A u₀ = 0` and `A u_i = p_i`, the local operator maps the trial function
to `∑ c_i p_i`. -/
theorem apply_trial {A : D →ₗ[ℂ] E} {p : ι → E} {u₀ : D} {u : ι → D}
    (h₀ : A u₀ = 0) (hu : ∀ i, A (u i) = p i) (c : ι → ℂ) :
    A (trial u₀ u c) = ∑ i, c i • p i := by
  simp [trial, h₀, hu]

variable [DecidableEq ι]

/-- Let `A u₀ = 0`, `A u_i = p_i`, and let the projectors be linearly independent. The trial
function solves the full equation exactly when `(1 + W B) c = -W b`. -/
theorem scattering_iff {A : D →ₗ[ℂ] E} {p : ι → E} {u₀ : D} {u : ι → D}
    (hp : LinearIndependent ℂ p) (h₀ : A u₀ = 0) (hu : ∀ i, A (u i) = p i)
    (W : Matrix ι ι ℂ) (c : ι → ℂ) :
    A (trial u₀ u c) + separable p W (trial u₀ u c) = 0 ↔
      (1 + W * overlapMatrix p u) *ᵥ c = -(W *ᵥ overlap p (u₀ : E)) := by
  -- the residual lies in the span of the projectors
  have hres : A (trial u₀ u c) + separable p W (trial u₀ u c) =
      ∑ i, ((1 + W * overlapMatrix p u) *ᵥ c + W *ᵥ overlap p (u₀ : E)) i • p i := by
    rw [apply_trial h₀ hu, separable_eq, overlap_trial, ← Finset.sum_add_distrib]
    refine Finset.sum_congr rfl fun i _ => ?_
    rw [← add_smul]
    congr 1
    simp only [Matrix.add_mulVec, Matrix.one_mulVec, Matrix.mulVec_add,
      Matrix.mulVec_mulVec, Pi.add_apply]
    ring
  rw [hres]
  constructor
  · intro h
    -- linear independence makes every coefficient vanish
    exact eq_neg_of_add_eq_zero_left
      (funext (Fintype.linearIndependent_iff.mp hp _ h))
  · intro h
    rw [h]
    simp

end

end ScatteringIff
```

Compiling this gives:

```
Main.lean:56:11: error: Function expected at
  (1 + W * overlapMatrix p u) *ᵥ c + W *ᵥ overlap p ↑u₀
but this term has type
  ?m.158

Note: Expected a function because this term is being applied to the argument
  i
Main.lean:53:71: error: unsolved goals
ι : Type u_1
E : Type u_2
inst✝³ : Fintype ι
inst✝² : NormedAddCommGroup E
inst✝¹ : InnerProductSpace ℂ E
D : Submodule ℂ E
inst✝ : DecidableEq ι
A : ↥D →ₗ[ℂ] E
p : ι → E
u₀ : ↥D
u : ι → ↥D
hp : LinearIndependent ℂ p
h₀ : A u₀ = 0
hu : ∀ (i : ι), A (u i) = p i
W : Matrix ι ι ℂ
c : ι → ℂ
⊢ A (trial u₀ u c) + separable p W ↑(trial u₀ u c) = 0 ↔ (1 + W * overlapMatrix p u) *ᵥ c = -(W *ᵥ overlap p ↑u₀)
```

Cause. The first error is in the statement of `hres`, before any of its proof is run. The coefficient of `p i` is written as a sum of two vectors applied to the index `i`. To accept that application, Lean must know that the sum is a function. The message shows that its type was still the unknown `?m.158`. Addition in Lean may in general have a result type different from those of its terms, and here that type had not been settled when the application was checked.

The repair adds the type ascription `: ι → ℂ` inside the parentheses. This tells Lean that the sum is a complex-valued function on the index set, so it can be applied to `i`. The mathematics is unchanged.

The second error shows the goal of the whole theorem, with no `hres` among the hypotheses. It is a consequence of the first: the statement of `hres` failed, and the main goal was left unproved. It needs no change of its own.

The repair, with which the file compiles:

```diff
@@ -54,5 +54,5 @@
   -- the residual lies in the span of the projectors
   have hres : A (trial u₀ u c) + separable p W (trial u₀ u c) =
-      ∑ i, ((1 + W * overlapMatrix p u) *ᵥ c + W *ᵥ overlap p (u₀ : E)) i • p i := by
+      ∑ i, ((1 + W * overlapMatrix p u) *ᵥ c + W *ᵥ overlap p (u₀ : E) : ι → ℂ) i • p i := by
     rw [apply_trial h₀ hu, separable_eq, overlap_trial, ← Finset.sum_add_distrib]
     refine Finset.sum_congr rfl fun i _ => ?_
```
